# Two orbitals with overlap 0 < s < 1 admit Mulliken gross populations below zero and above two

**Q.** You claim the following. Two real normalised orbitals \(\chi_1,\chi_2\) have overlap \(s\), and the molecular orbital \(a\chi_1+b\chi_2\) is normalised and doubly occupied. The net populations and the overlap population sum to 2. For \(0\le s<1\), the gross population of \(\chi_1\) takes exactly the values in

\[
\left[\,1-\frac{1}{\sqrt{1-s^2}},\;1+\frac{1}{\sqrt{1-s^2}}\,\right],
\]

and for \(s>0\) this interval reaches below 0 and above 2. Before I look at any code, where do the bounds come from?

**A.** From the normalisation \(a^2+b^2+2sab=1\). Doubling it gives \(2a^2+2b^2+4sab=2\), which is the sum rule. The gross population is the net population plus half the overlap population, \(q=2a^2+2sab=2a(a+sb)\). Subtracting the normalisation gives

\[
q-1=a^2-b^2 .
\]

Now put \(A=a^2+b^2\) and \(P=2ab\). Then \(A+sP=1\) and \((q-1)^2=A^2-P^2\), so

\[
(1-s^2)(q-1)^2+(P+sA)^2=A^2+2sAP+s^2P^2=(A+sP)^2=1 .
\]

The second square is nonnegative, hence \(|q-1|\le 1/\sqrt{1-s^2}\). Equality holds exactly when \(P=-sA\).

**Q.** That bounds the population. Why should every value in between occur?

**A.** Choose an excess \(d\) with \((1-s^2)d^2\le1\) and set \(r=\sqrt{1-(1-s^2)d^2}\). Write \(B=-2ab\) and ask for \(A-sB=1\) and \(B-sA=r\). The solution is

\[
A=\frac{1+sr}{1-s^2},\qquad B=\frac{r+s}{1-s^2},
\]

\[
A^2-B^2=\frac{(1-s^2)(1-r^2)}{(1-s^2)^2}=d^2 .
\]

Both \(A\) and \(B\) are nonnegative, and \(A\ge|d|\), so

\[
a=\sqrt{\tfrac{A+d}{2}},\qquad b=-\sqrt{\tfrac{A-d}{2}}
\]

are real. They satisfy \(a^2+b^2=A\), \(2ab=-B\) and \(a^2-b^2=d\). The orbital is therefore normalised and has \(q=1+d\).

**Q.** What does the formal version know about orbitals? I suspect it knows only numbers.

**A.** It does. The overlap and the coefficients are real numbers, and `Normalized s a b` is the norm condition already expanded in them.

In Lean 4 with Mathlib:

```lean
import Mathlib

namespace MullikenTwoOrbital

noncomputable section

/-- The molecular orbital with real coefficients `a`, `b` on two normalised orbitals of
overlap `s` has norm one. -/
def Normalized (s a b : ℝ) : Prop := a ^ 2 + b ^ 2 + 2 * s * a * b = 1
```

No wavefunctions or integrals appear: \(s\) stands for \(\langle\chi_1|\chi_2\rangle\), and the unit coefficients of \(a^2\) and \(b^2\) encode the normalisation of the two orbitals. The populations are functions of the same numbers, with the double occupation built into their prefactors.

```lean
/-- Net population of an orbital that enters a doubly occupied molecular orbital with
coefficient `a`. -/
def netPop (a : ℝ) : ℝ := 2 * a ^ 2

/-- Overlap population of the two orbitals in a doubly occupied molecular orbital. -/
def overlapPop (s a b : ℝ) : ℝ := 4 * s * a * b

/-- Mulliken gross population of the orbital with coefficient `a`: its net population plus
half of the overlap population. -/
def grossPop (s a b : ℝ) : ℝ := netPop a + overlapPop s a b / 2
```

The equal division of the overlap population is Mulliken's convention, and it enters as a definition. The model has one occupied molecular orbital, two basis orbitals and no Hamiltonian, so a value counts as taken when some normalised choice of coefficients gives it, whether or not that orbital is the ground state of a given molecule.

**Q.** Then is the product formula for the gross population another definition?

**A.** No, it is derived by expanding the definitions. The sum rule follows as twice the normalisation, and the same theorem says that the two gross populations also sum to 2. Exchanging `a` and `b` in `grossPop` gives the population of \(\chi_2\).

```lean
/-- The gross population is `2 a (a + s b)`. -/
theorem grossPop_eq (s a b : ℝ) : grossPop s a b = 2 * a * (a + s * b) := by
  unfold grossPop netPop overlapPop
  ring

/-- In a normalised, doubly occupied molecular orbital the net populations and the overlap
population sum to two electrons, and so do the two gross populations. -/
theorem populations_sum {s a b : ℝ} (hn : Normalized s a b) :
    netPop a + netPop b + overlapPop s a b = 2 ∧ grossPop s a b + grossPop s b a = 2 := by
  unfold Normalized at hn
  unfold grossPop netPop overlapPop
  constructor <;> linear_combination 2 * hn
```

**Q.** And the identity with the two squares?

**A.** It holds for every real \(s\). The step `hq` is \(q-1=a^2-b^2\). The last line multiplies the normalisation by \((A+sP)+1\), which turns \(A+sP=1\) into \((A+sP)^2=1\).

```lean
/-- For a normalised molecular orbital, the gross population `q` of the first orbital satisfies
`(1 - s²)(q - 1)² + (2ab + s(a² + b²))² = 1`. When `s² < 1` this is the equation of an ellipse in
the quantities `q - 1` and `2ab + s(a² + b²)`. -/
theorem population_ellipse {s a b : ℝ} (hn : Normalized s a b) :
    (1 - s ^ 2) * (grossPop s a b - 1) ^ 2 + (2 * a * b + s * (a ^ 2 + b ^ 2)) ^ 2 = 1 := by
  unfold Normalized at hn
  -- the excess over one electron is the difference of the squared coefficients
  have hq : grossPop s a b - 1 = a ^ 2 - b ^ 2 := by
    rw [grossPop_eq]
    linear_combination hn
  rw [hq]
  linear_combination (a ^ 2 + b ^ 2 + 2 * s * a * b + 1) * hn
```

A short lemma records that the half-width \(1/\sqrt{1-s^2}\) has square \(1/(1-s^2)\), in multiplied-out form.

```lean
lemma halfWidth_sq {s : ℝ} (hD : 0 < 1 - s ^ 2) :
    (1 - s ^ 2) * (1 / √(1 - s ^ 2)) ^ 2 = 1 := by
  rw [div_pow, one_pow, Real.sq_sqrt hD.le]
  exact mul_one_div_cancel hD.ne'
```

**Q.** Does the existence proof use your explicit orbital, or something abstract?

**A.** The explicit one. The names `r`, `A`, `B` and `d` are those used above, with `A` and `B` introduced through their equations multiplied by \(1-s^2\). Then `hAB` is \(A^2=B^2+d^2\), `hnorm` is \(A-sB=1\), and `habs` gives \(-A\le d\le A\), which makes both radicands nonnegative. The step `hxy` evaluates the product of the two roots as \(B/2\), and this is where \(B\ge0\) is used.

```lean
/-- For overlap `0 ≤ s < 1`, every excess `d` with `(1 - s²) d² ≤ 1` is realised: some normalised
molecular orbital gives the first orbital the gross population `1 + d`. -/
theorem exists_orbital {s d : ℝ} (h0 : 0 ≤ s) (h1 : s < 1) (hd : (1 - s ^ 2) * d ^ 2 ≤ 1) :
    ∃ a b, Normalized s a b ∧ grossPop s a b = 1 + d := by
  have hD : 0 < 1 - s ^ 2 := by nlinarith
  obtain ⟨r, hr0, hr⟩ : ∃ r : ℝ, 0 ≤ r ∧ r ^ 2 = 1 - (1 - s ^ 2) * d ^ 2 :=
    ⟨√(1 - (1 - s ^ 2) * d ^ 2), Real.sqrt_nonneg _, Real.sq_sqrt (by linarith)⟩
  -- A is the sum of the squared coefficients, B is minus twice their product
  obtain ⟨A, hA⟩ : ∃ A : ℝ, (1 - s ^ 2) * A = 1 + s * r :=
    ⟨(1 - s ^ 2)⁻¹ * (1 + s * r), mul_inv_cancel_left₀ hD.ne' _⟩
  obtain ⟨B, hB⟩ : ∃ B : ℝ, (1 - s ^ 2) * B = r + s :=
    ⟨(1 - s ^ 2)⁻¹ * (r + s), mul_inv_cancel_left₀ hD.ne' _⟩
  have hA0 : 0 ≤ A := by
    by_contra h
    linarith [mul_neg_of_pos_of_neg hD (not_le.mp h), mul_nonneg h0 hr0]
  have hB0 : 0 ≤ B := by
    by_contra h
    linarith [mul_neg_of_pos_of_neg hD (not_le.mp h)]
  have hAB : A ^ 2 = B ^ 2 + d ^ 2 := by
    apply mul_left_cancel₀ (pow_ne_zero 2 hD.ne')
    linear_combination ((1 - s ^ 2) * A + 1 + s * r) * hA
      - ((1 - s ^ 2) * B + r + s) * hB - (1 - s ^ 2) * hr
  have hnorm : A - s * B = 1 := by
    apply mul_left_cancel₀ hD.ne'
    linear_combination hA - s * hB
  have habs := abs_le.mp (abs_le_of_sq_le_sq (by linarith [sq_nonneg B] : d ^ 2 ≤ A ^ 2) hA0)
  have hp : 0 ≤ (A + d) / 2 := by linarith [habs.1]
  have hm : 0 ≤ (A - d) / 2 := by linarith [habs.2]
  have hx := Real.sq_sqrt hp
  have hy := Real.sq_sqrt hm
  have hxy : √((A + d) / 2) * √((A - d) / 2) = B / 2 := by
    rw [← Real.sqrt_mul hp,
      show (A + d) / 2 * ((A - d) / 2) = (B / 2) ^ 2 by linear_combination hAB / 4,
      Real.sqrt_sq (by linarith)]
  -- the coefficients are taken with opposite signs
  refine ⟨√((A + d) / 2), -√((A - d) / 2), ?_, ?_⟩
  · unfold Normalized
    linear_combination hx + hy - 2 * s * hxy + hnorm
  · rw [grossPop_eq]
    linear_combination 2 * hx - 2 * s * hxy + hnorm
```

**Q.** How do I see that "exactly" has been stated, and not just an upper and a lower bound?

**A.** The theorem is an equality of sets. On the left are all `q` for which some `a` and `b` are normalised and have gross population `q`; on the right is the closed interval `Set.Icc`. The first half of the proof drops the second square of the identity, and the second half applies the construction with \(d=q-1\). At \(s=0\) the interval is \([0,2]\), as expected for orthogonal orbitals. The condition \(s<1\) keeps the two orbitals linearly independent.

```lean
/-- For overlap `0 ≤ s < 1`, the gross populations of the first orbital over all normalised,
doubly occupied molecular orbitals fill exactly the interval of half-width `1/√(1 - s²)`
around one electron. -/
theorem grossPop_range {s : ℝ} (h0 : 0 ≤ s) (h1 : s < 1) :
    {q | ∃ a b, Normalized s a b ∧ grossPop s a b = q} =
      Set.Icc (1 - 1 / √(1 - s ^ 2)) (1 + 1 / √(1 - s ^ 2)) := by
  have hD : 0 < 1 - s ^ 2 := by nlinarith
  have hR := halfWidth_sq hD
  have hR0 : 0 < 1 / √(1 - s ^ 2) := one_div_pos.mpr (Real.sqrt_pos.mpr hD)
  ext q
  constructor
  · -- the ellipse bounds the excess
    rintro ⟨a, b, hn, rfl⟩
    have hsq : (grossPop s a b - 1) ^ 2 ≤ (1 / √(1 - s ^ 2)) ^ 2 := by
      refine le_of_mul_le_mul_left ?_ hD
      rw [hR]
      linarith [population_ellipse hn, sq_nonneg (2 * a * b + s * (a ^ 2 + b ^ 2))]
    have h := abs_le.mp (abs_le_of_sq_le_sq hsq hR0.le)
    exact ⟨by linarith [h.1], by linarith [h.2]⟩
  · -- every value in the interval is realised
    rintro ⟨hl, hu⟩
    have hsq : (q - 1) ^ 2 ≤ (1 / √(1 - s ^ 2)) ^ 2 :=
      sq_le_sq' (by linarith) (by linarith)
    have hd : (1 - s ^ 2) * (q - 1) ^ 2 ≤ 1 :=
      (mul_le_mul_of_nonneg_left hsq hD.le).trans_eq hR
    obtain ⟨a, b, hn, hq⟩ := exists_orbital h0 h1 hd
    exact ⟨a, b, hn, by linarith⟩
```

**Q.** So the unphysical values come from the half-width exceeding 1?

**A.** Yes. If it were at most 1, then \((1-s^2)\) times its square would be at most \(1-s^2<1\), whereas that product equals 1. Both endpoints belong to the range, so one molecular orbital gives \(\chi_1\) a population below 0 and another gives it one above 2.

```lean
/-- For every overlap `0 < s < 1` some normalised, doubly occupied molecular orbital gives the first
orbital a negative gross population, and some gives it a gross population above two. -/
theorem unphysical_populations {s : ℝ} (h0 : 0 < s) (h1 : s < 1) :
    (∃ a b, Normalized s a b ∧ grossPop s a b < 0) ∧
      (∃ a b, Normalized s a b ∧ 2 < grossPop s a b) := by
  have hD : 0 < 1 - s ^ 2 := by nlinarith
  have hR0 : 0 < 1 / √(1 - s ^ 2) := one_div_pos.mpr (Real.sqrt_pos.mpr hD)
  have hR1 : 1 < 1 / √(1 - s ^ 2) := by
    by_contra h
    have h' : (1 / √(1 - s ^ 2)) ^ 2 ≤ 1 := pow_le_one₀ hR0.le (not_lt.mp h)
    linarith [mul_le_mul_of_nonneg_left h' hD.le, halfWidth_sq hD, pow_pos h0 2]
  -- both endpoints of the range are attained
  have hlow : 1 - 1 / √(1 - s ^ 2) ∈ {q | ∃ a b, Normalized s a b ∧ grossPop s a b = q} := by
    rw [grossPop_range h0.le h1]
    exact ⟨le_rfl, by linarith⟩
  have hhigh : 1 + 1 / √(1 - s ^ 2) ∈ {q | ∃ a b, Normalized s a b ∧ grossPop s a b = q} := by
    rw [grossPop_range h0.le h1]
    exact ⟨by linarith, le_rfl⟩
  obtain ⟨a, b, hn, hq⟩ := hlow
  obtain ⟨a', b', hn', hq'⟩ := hhigh
  exact ⟨⟨a, b, hn, by linarith⟩, ⟨a', b', hn', by linarith⟩⟩
```

For electronic structure practice, this two-orbital model with a single occupied molecular orbital shows that a negative Mulliken population need not signal a faulty density: it can come from the equal division of a negative overlap population.

**Q.** Which orbitals are the extreme ones, and should I worry about an ordinary bonding combination?

**A.** The extremes occur exactly when \(2ab=-s(a^2+b^2)\), the case in which the second square vanishes. This equivalence needs only \(s^2<1\), so it includes negative overlaps. In one direction the proof inserts the endpoint into the identity and finds that the square is zero; in the other it solves \((q-1)^2=1/(1-s^2)\) for its two roots.

```lean
/-- For `s² < 1`, a normalised molecular orbital gives the first orbital an extreme gross population
`1 ± 1/√(1 - s²)` exactly when its coefficients satisfy `2ab = -s(a² + b²)`. -/
theorem extreme_iff {s a b : ℝ} (hs : s ^ 2 < 1) (hn : Normalized s a b) :
    (grossPop s a b = 1 - 1 / √(1 - s ^ 2) ∨ grossPop s a b = 1 + 1 / √(1 - s ^ 2)) ↔
      2 * a * b = -s * (a ^ 2 + b ^ 2) := by
  have hD : 0 < 1 - s ^ 2 := by linarith
  have hR := halfWidth_sq hD
  have hid := population_ellipse hn
  constructor
  · intro h
    have ht : (2 * a * b + s * (a ^ 2 + b ^ 2)) ^ 2 = 0 := by
      rcases h with h | h <;> rw [h] at hid <;> linear_combination hid - hR
    linarith [pow_eq_zero_iff (two_ne_zero) |>.mp ht]
  · intro h
    have ht : 2 * a * b + s * (a ^ 2 + b ^ 2) = 0 := by linarith
    rw [ht] at hid
    have hsq : (grossPop s a b - 1) ^ 2 = (1 / √(1 - s ^ 2)) ^ 2 := by
      apply mul_left_cancel₀ hD.ne'
      linear_combination hid - hR
    rcases sq_eq_sq_iff_eq_or_eq_neg.mp hsq with h' | h'
    · right
      linarith
    · left
      linarith
```

For an in-phase combination, with \(s\ge0\) and \(ab\ge0\), there is nothing to worry about. Both \(q=2a^2+2sab\) and \(2-q=2b^2+2sab\) are sums of nonnegative terms, so \(0\le q\le2\). With nonnegative overlap, a population outside that interval therefore requires coefficients of opposite sign.

```lean
/-- If the overlap is nonnegative and the coefficients of a normalised orbital do not have
opposite signs, the gross population lies between zero and two. -/
theorem inPhase_population {s a b : ℝ} (h0 : 0 ≤ s) (hab : 0 ≤ a * b)
    (hn : Normalized s a b) : grossPop s a b ∈ Set.Icc 0 2 := by
  unfold Normalized at hn
  rw [grossPop_eq]
  have h := mul_nonneg h0 hab
  constructor
  · nlinarith [sq_nonneg a]
  · nlinarith [sq_nonneg b]

end

end MullikenTwoOrbital
```

```lean
#print axioms MullikenTwoOrbital.populations_sum
#print axioms MullikenTwoOrbital.unphysical_populations
#print axioms MullikenTwoOrbital.extreme_iff
#print axioms MullikenTwoOrbital.inPhase_population
```

```
'MullikenTwoOrbital.populations_sum' depends on axioms: [propext, Classical.choice, Quot.sound]
'MullikenTwoOrbital.unphysical_populations' depends on axioms: [propext, Classical.choice, Quot.sound]
'MullikenTwoOrbital.extreme_iff' depends on axioms: [propext, Classical.choice, Quot.sound]
'MullikenTwoOrbital.inPhase_population' depends on axioms: [propext, Classical.choice, Quot.sound]
```
